# For an enhancement factor $s^q$, exchange between parallel exponential tails changes sign at $q=1$

Take two closed-shell atoms whose densities both fall off as $e^{-kr}$, each with $r$ measured from its own nucleus. At a point on the axis through the nuclei, beyond both atoms, the two tails decrease in the same direction. Let their densities there be $a$ and $b$. A semilocal functional assigns an exchange energy density to the summed density $a+b$, and this generally differs from the sum of the values for $a$ and $b$ alone. If it is lower, exchange at that point favours overlap and the tails attract; if it is higher, they repel. In a generalised gradient approximation, the sign depends on how the enhancement of local exchange varies with the density gradient. PBE, revPBE and RPBE differ in that dependence, but all three make such tails attract.

```lean
import Mathlib

open Set

namespace ExponentialTailExchange

noncomputable section
```

## The reduced gradient in a tail

A density $n\propto e^{-kx}$ has gradient length $|\nabla n|=kn$. The dimensionless measure of inhomogeneity is the reduced gradient
$$s=\frac{|\nabla n|}{n^{4/3}}=\frac{kn}{n^{4/3}}.$$
The usual definition has a further constant in the denominator. It is absorbed in the units here, which rescales $s$ and changes no sign below.

```lean
/-- Reduced gradient `s = |∇n| / n^(4/3)` in an exponential tail, where `|∇n| = k n`;
numerical constants are absorbed in the units. -/
def reducedGradient (k n : ℝ) : ℝ := k * n / n ^ (4 / 3 : ℝ)
```

In Lean, `k` and `n` are real numbers, and the exponent `(4 / 3 : ℝ)` makes the power a real one. The density is a number at one point and not a function in space, so the relation $|\nabla n|=kn$ is built into the definition. Positivity of `k` and of the densities enters later, as hypotheses of the theorems.

## Exchange energy density and interaction

A generalised gradient approximation multiplies the local exchange energy density, proportional to $-n^{4/3}$, by an enhancement factor $F(s)$. With the positive prefactor also absorbed,
$$e(n)=-n^{4/3}F(s).$$

```lean
/-- Semilocal exchange energy density `-n^(4/3) F(s)` in an exponential tail with decay
constant `k`, for the enhancement factor `F`. -/
def tailExchange (F : ℝ → ℝ) (k n : ℝ) : ℝ :=
  -(n ^ (4 / 3 : ℝ) * F (reducedGradient k n))
```

Gradients that are parallel add in length: $ka+kb=k(a+b)$. The summed density is therefore again a tail with decay constant $k$, and the interaction at the point is
$$e(a+b)-e(a)-e(b).$$

```lean
/-- Exchange energy density of two overlapping tails with parallel gradients, minus that of
the separate tails of densities `a` and `b`. -/
def interaction (F : ℝ → ℝ) (k a b : ℝ) : ℝ :=
  tailExchange F k (a + b) - tailExchange F k a - tailExchange F k b
```

The common decay constant and the parallel gradients are expressed by the use of the same `k` in all three terms. Between the two nuclei the gradients oppose each other, and this definition does not describe that region. It also leaves out electrostatics, kinetic energy and correlation, so "attract" and "repel" refer to the exchange energy density at a single point.

The enhancement factor shared by PBE and revPBE is
$$F(s)=1+\kappa-\frac{\kappa}{1+\mu s^2/\kappa},$$
where $\mu$ sets the quadratic rise at small $s$, and $1+\kappa$ is the value approached at large $s$.

```lean
/-- The enhancement factor of PBE form, with parameters `κ` and `μ`. -/
def pbeEnhancement (κ μ s : ℝ) : ℝ := 1 + κ - κ / (1 + μ * s ^ 2 / κ)
```

## Overlap lowers the reduced gradient

For $k,n>0$ the reduced gradient is a quotient of positive numbers.

```lean
/-- The reduced gradient in a tail of positive density is positive. -/
theorem reducedGradient_pos {k n : ℝ} (hk : 0 < k) (hn : 0 < n) :
    0 < reducedGradient k n :=
  div_pos (mul_pos hk hn) (Real.rpow_pos_of_pos hn _)
```

Since $n^{4/3}=n\cdot n^{1/3}$, one factor $n$ cancels:
$$s=\frac{k}{n^{1/3}}.$$
A larger density at fixed $k$ thus has a smaller $s$. In particular, $s$ at $a+b$ lies below its values at $a$ and at $b$.

```lean
/-- In a tail with fixed decay constant, a larger density has a smaller reduced gradient. -/
theorem reducedGradient_lt {k a c : ℝ} (hk : 0 < k) (ha : 0 < a) (hac : a < c) :
    reducedGradient k c < reducedGradient k a := by
  -- the reduced gradient is k / n^(1/3)
  have key : ∀ n : ℝ, 0 < n → reducedGradient k n = k / n ^ (1 / 3 : ℝ) := by
    intro n hn
    have h : n ^ (4 / 3 : ℝ) = n * n ^ (1 / 3 : ℝ) := by
      rw [show (4 / 3 : ℝ) = 1 + 1 / 3 by norm_num, Real.rpow_add hn, Real.rpow_one]
    unfold reducedGradient
    rw [h, mul_comm k n, mul_div_mul_left _ _ hn.ne']
  rw [key a ha, key c (ha.trans hac)]
  exact div_lt_div_of_pos_left hk (Real.rpow_pos_of_pos ha _)
    (Real.rpow_lt_rpow ha.le hac (by norm_num))
```

The inner statement `key` is the cancelled form, obtained by splitting the exponent as $4/3=1+1/3$. The last step uses that $n^{1/3}$ increases with $n$ and that a larger positive denominator gives a smaller quotient.

## The ratio $F(s)/s$ decides the sign

The definition of $s$ gives $kn=n^{4/3}s$, so $n^{4/3}=kn/s$ and
$$e(n)=-kn\,\frac{F(s)}{s}.$$
The prefactor $kn$ is additive in the density. Any interaction must come from the change of $F(s)/s$ on overlap.

```lean
/-- The exchange energy density in a tail is `-k n` times the ratio `F(s)/s`. -/
theorem tailExchange_eq (F : ℝ → ℝ) {k n : ℝ} (hk : 0 < k) (hn : 0 < n) :
    tailExchange F k n =
      -(k * n * (F (reducedGradient k n) / reducedGradient k n)) := by
  have hs := (reducedGradient_pos hk hn).ne'
  have hN : n ^ (4 / 3 : ℝ) ≠ 0 := (Real.rpow_pos_of_pos hn _).ne'
  have h : k * n = n ^ (4 / 3 : ℝ) * reducedGradient k n := by
    unfold reducedGradient
    rw [mul_div_cancel₀ _ hN]
  unfold tailExchange
  rw [h, mul_assoc, mul_div_cancel₀ _ hs]
```

Write $G(s)=F(s)/s$, and let $s_a$, $s_b$ and $s_{a+b}$ be the reduced gradients at the three densities. Then
$$e(a+b)-e(a)-e(b)=-ka\,[G(s_{a+b})-G(s_a)]-kb\,[G(s_{a+b})-G(s_b)].$$
Suppose $G$ strictly decreases. Because $s_{a+b}<s_a$ and $s_{a+b}<s_b$, both brackets are positive, and the interaction is negative.

```lean
/-- If `F(s)/s` strictly decreases with `s`, overlapping tails attract. -/
theorem interaction_neg {F : ℝ → ℝ} (hF : StrictAntiOn (fun s => F s / s) (Ioi 0))
    {k a b : ℝ} (hk : 0 < k) (ha : 0 < a) (hb : 0 < b) : interaction F k a b < 0 := by
  have hab := add_pos ha hb
  -- the overlap lowers s, hence raises F(s)/s, for both densities
  have h1 := mul_lt_mul_of_pos_left (hF (reducedGradient_pos hk hab)
    (reducedGradient_pos hk ha) (reducedGradient_lt hk ha (by linarith))) (mul_pos hk ha)
  have h2 := mul_lt_mul_of_pos_left (hF (reducedGradient_pos hk hab)
    (reducedGradient_pos hk hb) (reducedGradient_lt hk hb (by linarith))) (mul_pos hk hb)
  unfold interaction
  rw [tailExchange_eq F hk hab, tailExchange_eq F hk ha, tailExchange_eq F hk hb]
  dsimp only at h1 h2
  linarith [mul_add k a b, add_mul (k * a) (k * b)
    (F (reducedGradient k (a + b)) / reducedGradient k (a + b)),
    congrArg (· * (F (reducedGradient k (a + b)) / reducedGradient k (a + b)))
      (mul_add k a b)]
```

The hypothesis `StrictAntiOn (fun s => F s / s) (Ioi 0)` says that $F(s)/s$ strictly decreases on $s>0$; nothing else is asked of $F$, not even continuity. The facts `h1` and `h2` are the two bracket inequalities multiplied by $ka$ and $kb$. After all three energies are rewritten in the form $-kn\,G(s)$, `linarith` adds the inequalities, with the distributive law supplied for $k(a+b)$.

If $G$ strictly increases instead, then $-G$ strictly decreases. Replacing $F$ by $-F$ reverses the sign of every energy, so the previous result applied to $-F$ shows that the interaction for $F$ is positive.

```lean
/-- If `F(s)/s` strictly increases with `s`, overlapping tails repel. -/
theorem interaction_pos {F : ℝ → ℝ} (hF : StrictMonoOn (fun s => F s / s) (Ioi 0))
    {k a b : ℝ} (hk : 0 < k) (ha : 0 < a) (hb : 0 < b) : 0 < interaction F k a b := by
  -- reversing the sign of F reverses the sign of the interaction
  have hG : StrictAntiOn (fun s => (fun x => -F x) s / s) (Ioi 0) := by
    intro s hs t ht hst
    have h := hF hs ht hst
    dsimp only at h ⊢
    rw [neg_div, neg_div]
    linarith
  have h := interaction_neg hG hk ha hb
  unfold interaction tailExchange at *
  linarith
```

In the case between them, $F(s)=cs$ with a constant $c$. Then $e(n)=-knc$ is linear in the density, and
$$-k(a+b)c+kac+kbc=0.$$

```lean
/-- If the enhancement factor is linear in `s`, overlapping tails do not interact. -/
theorem interaction_eq_zero {F : ℝ → ℝ} {c : ℝ} (hF : ∀ s, 0 < s → F s = c * s)
    {k a b : ℝ} (hk : 0 < k) (ha : 0 < a) (hb : 0 < b) : interaction F k a b = 0 := by
  have key : ∀ n : ℝ, 0 < n → tailExchange F k n = -(k * n * c) := by
    intro n hn
    have hs := reducedGradient_pos hk hn
    rw [tailExchange_eq F hk hn, hF _ hs, mul_div_cancel_right₀ _ hs.ne']
  unfold interaction
  rw [key _ (add_pos ha hb), key a ha, key b hb]
  ring
```

## Power laws, with linear growth as the boundary

For $F(s)=s^q$ the ratio is $F(s)/s=s^{q-1}$. It strictly decreases on $s>0$ if $q<1$, equals $1$ if $q=1$, and strictly increases if $q>1$. The three results above then give a negative, zero and positive interaction respectively.

The converses follow because a number has only one sign. If the interaction is negative, for example, $q$ can be neither $1$ nor greater than $1$, since the interaction would then be zero or positive.

```lean
/-- For an enhancement factor `s^q`, overlapping exponential tails attract exactly when
`q < 1`, do not interact exactly when `q = 1`, and repel exactly when `q > 1`. -/
theorem power_law_interaction (q : ℝ) {k a b : ℝ} (hk : 0 < k) (ha : 0 < a) (hb : 0 < b) :
    (interaction (fun s => s ^ q) k a b < 0 ↔ q < 1) ∧
    (interaction (fun s => s ^ q) k a b = 0 ↔ q = 1) ∧
    (0 < interaction (fun s => s ^ q) k a b ↔ 1 < q) := by
  have hlt : q < 1 → interaction (fun s => s ^ q) k a b < 0 := by
    intro hq
    refine interaction_neg ?_ hk ha hb
    intro s hs t ht hst
    have hs' : 0 < s := hs
    have ht' : 0 < t := ht
    have hq' : q - 1 < 0 := by linarith
    dsimp only
    rw [← Real.rpow_sub_one hs'.ne', ← Real.rpow_sub_one ht'.ne']
    exact Real.rpow_lt_rpow_of_neg hs' hst hq'
  have heq : q = 1 → interaction (fun s => s ^ q) k a b = 0 := by
    intro hq
    refine interaction_eq_zero (c := 1) ?_ hk ha hb
    intro s _
    simp [hq]
  have hgt : 1 < q → 0 < interaction (fun s => s ^ q) k a b := by
    intro hq
    refine interaction_pos ?_ hk ha hb
    intro s hs t ht hst
    have hs' : 0 < s := hs
    have ht' : 0 < t := ht
    dsimp only
    rw [← Real.rpow_sub_one hs'.ne', ← Real.rpow_sub_one ht'.ne']
    exact Real.rpow_lt_rpow hs'.le hst (by linarith)
  -- the three cases exclude each other, which gives the converses
  rcases lt_trichotomy q 1 with h | h | h
  · have := hlt h
    refine ⟨⟨fun _ => h, fun _ => this⟩, ⟨fun h0 => ?_, heq⟩, ⟨fun h0 => ?_, hgt⟩⟩ <;> linarith
  · have := heq h
    refine ⟨⟨fun h0 => ?_, hlt⟩, ⟨fun _ => h, fun _ => this⟩, ⟨fun h0 => ?_, hgt⟩⟩ <;> linarith
  · have := hgt h
    refine ⟨⟨fun h0 => ?_, hlt⟩, ⟨fun h0 => ?_, heq⟩, ⟨fun _ => h, fun _ => this⟩⟩ <;> linarith
```

The theorem holds for every real exponent `q` and all positive `k`, `a` and `b`. Its three equivalences say that the sign of the interaction determines on which side of $1$ the exponent lies, and conversely. In the proof, `hlt`, `heq` and `hgt` are the three forward implications; `Real.rpow_sub_one` turns $s^q/s$ into $s^{q-1}$. The split by `lt_trichotomy` then settles all the equivalences in each case, with `linarith` refuting the incompatible signs.

A numerical instance shows the three signs. For a power law, $e(n)=-k^q n^{(4-q)/3}$. Take $k=1$ and $a=b=4$, so that $a+b=8$.

- For $q=0$, which is local exchange, the interaction is $-8^{4/3}+2\cdot4^{4/3}\approx-16+12.70=-3.30$.
- For $q=1$, it is $-8+4+4=0$.
- For $q=4$, the exponent of $n$ vanishes, each energy density is $-1$, and the interaction is $-1+1+1=1$.

## The PBE form attracts for $0<\kappa<8$

The PBE form is bounded, so at large $s$ it behaves like the case $q=0$. At smaller $s$ it contains a quadratic rise, and whether $F(s)/s$ decreases there too needs a calculation. First combine the fractions:
$$F(s)=1+\frac{\kappa\mu s^2}{\kappa+\mu s^2}.$$
Let $0<s<t$, and set $A=\kappa+\mu s^2$, $B=\kappa+\mu t^2$ and $p=\mu st$. The claim $F(t)/t<F(s)/s$ is equivalent to $F(s)t-F(t)s>0$. Inserting $F$ gives
$$F(s)t-F(t)s=(t-s)+\kappa p\left(\frac{s}{A}-\frac{t}{B}\right).$$
The numerator of the bracket is
$$sB-tA=\kappa(s-t)+\mu st(t-s)=(t-s)(p-\kappa),$$
and therefore
$$F(s)t-F(t)s=\frac{(t-s)\,P}{AB},\qquad P=AB+\kappa p(p-\kappa).$$
Since $t-s$, $A$ and $B$ are positive, the sign is that of $P$. Expanding the product gives
$$AB=\kappa^2+\kappa\mu(s-t)^2+2\kappa p+p^2,$$
and completing the square in $p$ gives
$$4P=\bigl(2\kappa+(2-\kappa)p\bigr)^2+\kappa(8-\kappa)p^2+4\kappa\mu(s-t)^2.$$
For $0<\kappa<8$ and $\mu>0$ the middle term is positive and the others are not negative. Hence $P>0$, the ratio $F(s)/s$ strictly decreases, and the tails attract.

```lean
/-- With an enhancement factor of PBE form and `0 < κ < 8`, `μ > 0`, overlapping exponential
tails attract at all densities. -/
theorem pbe_interaction_neg {κ μ k a b : ℝ} (hκ : 0 < κ) (hκ8 : κ < 8) (hμ : 0 < μ)
    (hk : 0 < k) (ha : 0 < a) (hb : 0 < b) :
    interaction (pbeEnhancement κ μ) k a b < 0 := by
  refine interaction_neg ?_ hk ha hb
  intro s hs t ht hst
  have hs' : 0 < s := hs
  have ht' : 0 < t := ht
  have form : ∀ x : ℝ, pbeEnhancement κ μ x = 1 + κ * μ * x ^ 2 / (κ + μ * x ^ 2) := by
    intro x
    have hA : κ + μ * x ^ 2 ≠ 0 := by positivity
    have h1 : 1 + μ * x ^ 2 / κ = (κ + μ * x ^ 2) / κ := by
      rw [add_div, div_self hκ.ne']
    unfold pbeEnhancement
    rw [h1]
    field_simp
    ring
  have hA : 0 < κ + μ * s ^ 2 := by positivity
  have hB : 0 < κ + μ * t ^ 2 := by positivity
  -- four times the decisive polynomial is a sum of squares with positive weights
  have hP : 0 < (κ + μ * s ^ 2) * (κ + μ * t ^ 2)
      + κ * (μ * s * t) * (μ * s * t - κ) := by
    have h1 : 0 < κ * (8 - κ) * (μ * s * t) ^ 2 :=
      mul_pos (mul_pos hκ (by linarith)) (by positivity)
    have h2 : 0 ≤ κ * μ * (s - t) ^ 2 := by positivity
    have h3 := sq_nonneg (2 * κ + (2 - κ) * (μ * s * t))
    linarith
  have hdiff : pbeEnhancement κ μ s * t - pbeEnhancement κ μ t * s =
      (t - s) * ((κ + μ * s ^ 2) * (κ + μ * t ^ 2)
        + κ * (μ * s * t) * (μ * s * t - κ))
        / ((κ + μ * s ^ 2) * (κ + μ * t ^ 2)) := by
    rw [form s, form t]
    have hA' := hA.ne'
    have hB' := hB.ne'
    field_simp
    ring
  have hpos := div_pos (mul_pos (sub_pos.mpr hst) hP) (mul_pos hA hB)
  rw [← hdiff] at hpos
  dsimp only
  rw [div_lt_div_iff₀ ht' hs']
  linarith

end

end ExponentialTailExchange
```

Here `form` is the combined fraction, `hP` the positivity of $P$, and `hdiff` the factorised difference. Within `hP`, the facts `h1`, `h2` and `h3` are the signs of the terms in the sum of squares, which `linarith` assembles. The final `div_lt_div_iff₀` passes from the two ratios to the cross-multiplied inequality.

The condition $\kappa<8$ limits how far exchange may be enhanced above its local value. If the ceiling $1+\kappa$ were very high, $F$ could have a range of $s$ in which it grows proportionally faster than $s$. PBE has $\kappa=0.804$ and revPBE has $\kappa=1.245$, both well inside the bound. The rescaling of $s$ alters $\mu$ but not $\kappa$, so these values can be compared with the theorem directly. The larger $\kappa$ of revPBE therefore does not turn the attraction into repulsion in this model, at any pair of positive densities.

For weakly overlapping closed-shell systems, this is a statement about one exchange contribution, from points where tails with equal decay constants have parallel gradients. Whether a functional binds such a system depends also on the region between the nuclei and on the other energy terms.

```lean
#print axioms ExponentialTailExchange.power_law_interaction
#print axioms ExponentialTailExchange.pbe_interaction_neg
```

```
'ExponentialTailExchange.power_law_interaction' depends on axioms: [propext, Classical.choice, Quot.sound]
'ExponentialTailExchange.pbe_interaction_neg' depends on axioms: [propext, Classical.choice, Quot.sound]
```

## The same criterion for RPBE

RPBE replaces the rational form by an exponential,
$$F(s)=1+\kappa\left(1-e^{-\mu s^2/\kappa}\right).$$
The argument through $F(s)/s$ applies to it as well, though the calculation here is done by hand and is not checked in Lean. The ratio strictly decreases if $sF'(s)<F(s)$ for all $s>0$. With $u=\mu s^2/\kappa$, one has $sF'(s)=2\kappa u\,e^{-u}$, and the condition becomes
$$\kappa\left[(1+2u)e^{-u}-1\right]<1.$$
The function $(1+2u)e^{-u}$ has derivative $(1-2u)e^{-u}$, so its maximum is at $u=1/2$, with value $2e^{-1/2}\approx1.213$. The condition therefore holds for every $s>0$ if
$$\kappa<\frac{1}{2e^{-1/2}-1}\approx4.69.$$
RPBE keeps the PBE value $\kappa=0.804$, so its parallel tails attract too.
